# Replacing a matrix's rows outside a set of modes by identity rows gives the principal minor on that set as determinant

The lemma `det_rows_outside_one` takes a square matrix `K` over a commutative ring, indexed by finitely many modes, and a subset `S` of them. It states that if the rows of `K` outside `S` are replaced by those of the identity, the determinant of the result is the principal minor of `K` on `S`. Nothing else is assumed of `K`; in the special case where it is the correlation matrix ⟨c_i† c_j⟩ of a normalised, number-conserving Gaussian state of fermions, this minor is the probability that all modes in `S` are occupied. The attempt splits the determinant into two diagonal blocks by block triangularity, then shows that the block outside `S` is the identity and the block on `S` is the corresponding submatrix of `K`.

An attempt in Lean 4 with a fault in it:

```lean
import Mathlib

open Matrix

namespace DeterminantalCounting

noncomputable section

variable {ι R A : Type*} [Fintype ι] [DecidableEq ι] [CommRing R] [Ring A] [Algebra R A]

/-- The determinant of the principal submatrix of `K` on the modes in `S`. -/
def principalMinor (K : Matrix ι ι R) (S : Finset ι) : R :=
  (K.submatrix (fun i : {i // i ∈ S} => (i : ι)) (fun i : {i // i ∈ S} => (i : ι))).det

/-- Replacing the rows of `K` outside `S` by rows of the identity leaves the principal minor
on `S` as determinant. -/
theorem det_rows_outside_one (K : Matrix ι ι R) (S : Finset ι) :
    (Matrix.of fun i j => if i ∈ S then K i j else (1 : Matrix ι ι R) i j).det
      = principalMinor K S := by
  rw [Matrix.twoBlockTriangular_det _ (fun i => i ∈ S) (by
    intro i hi j hj
    have hij : i ≠ j := by
      rintro rfl
      exact hi hj
    have hi' : i ∉ S := hi
    simp [hi', Matrix.one_apply_ne hij])]
  have h2 : Matrix.toSquareBlockProp
      (Matrix.of fun i j => if i ∈ S then K i j else (1 : Matrix ι ι R) i j)
      (fun i => ¬ i ∈ S) = 1 := by
    ext i j
    have hi : (i : ι) ∉ S := i.2
    simp [Matrix.toSquareBlockProp, hi, Matrix.one_apply, Subtype.ext_iff]
  have h1 : Matrix.toSquareBlockProp
      (Matrix.of fun i j => if i ∈ S then K i j else (1 : Matrix ι ι R) i j)
      (fun i => i ∈ S) = K.submatrix (fun i => (i : ι)) (fun i => (i : ι)) := by
    ext i j
    have hi : (i : ι) ∈ S := i.2
    simp [Matrix.toSquareBlockProp, hi]
  rw [h2, Matrix.det_one, mul_one, h1]
  unfold principalMinor
  congr!

end

end DeterminantalCounting
```

The error:

```
Main.lean:35:25: error: Type mismatch
  K.submatrix (fun i => i) fun i => i
has type
  Matrix ι ι R
but is expected to have type
  Matrix (↥S) (↥S) R
```

Cause. The error lies in the statement of `h1`, before its proof is considered. The left side is a block indexed by the modes in `S`, so Lean expects a `Matrix (↥S) (↥S) R` on the right. But in `fun i => (i : ι)` the binder `i` has no stated type, and the ascription `(i : ι)` does not by itself say that `i` comes from a subtype. Lean took `i` to be an element of `ι` itself, so that no coercion was needed and each function became the identity on `ι`. The message shows this: the submatrix is printed with `fun i => i` and has type `Matrix ι ι R`, indexed by all modes.

The repair gives both binders the type `{i // i ∈ S}`. Now `(i : ι)` is a true coercion from the subtype to `ι`, the submatrix is indexed by the modes in `S`, and the two sides of the equation have the same type. These are also the index functions used in the definition of `principalMinor`. The line break in the new code is mere layout.

The change, after which it compiles:

```diff
@@ -33,5 +33,6 @@
   have h1 : Matrix.toSquareBlockProp
       (Matrix.of fun i j => if i ∈ S then K i j else (1 : Matrix ι ι R) i j)
-      (fun i => i ∈ S) = K.submatrix (fun i => (i : ι)) (fun i => (i : ι)) := by
+      (fun i => i ∈ S) = K.submatrix (fun i : {i // i ∈ S} => (i : ι))
+        (fun i : {i // i ∈ S} => (i : ι)) := by
     ext i j
     have hi : (i : ι) ∈ S := i.2
```
